# Flux-free Peierls phases on a torus are pure gauge exactly when both loop products are 1

Take a periodic $L\times M$ lattice with $L,M\ge 1$, and put a unit complex number on every link: $u(m,n)$ from site $(m,n)$ to $(m+1,n)$, and $v(m,n)$ from $(m,n)$ to $(m,n+1)$. Suppose the oriented product around every plaquette is 1. Then there are site phases $g$ with
$$u(m,n)=g(m,n)\,\overline{g(m+1,n)},\qquad v(m,n)=g(m,n)\,\overline{g(m,n+1)}$$
if and only if
$$\prod_m u(m,0)=1\quad\text{and}\quad\prod_n v(0,n)=1 .$$

The physical question is when the phases that a vector potential puts on the hopping amplitudes can be absorbed into the wavefunction. On a torus the absence of flux through the plaquettes does not settle it, because an electron can also travel once around the lattice and pick up a phase. For non-interacting electrons in a finite one-orbital tight-binding model, the result separates a mere choice of gauge from a twist of the boundary conditions.

## Sites, links and the Hamiltonian

```lean
import Mathlib

namespace TorusFlatConnection

variable {L M : ℕ}
```

`L` and `M` are natural numbers, the two side lengths. A site is a pair from `ZMod L` and `ZMod M`, the integers modulo $L$ and $M$, so the periodic boundary is built into the addition: $(L-1)+1=0$.

```lean
/-- The oriented product of the link phases around the plaquette with lower left corner `(m, n)`;
on unit complex numbers the inverse is the complex conjugate. -/
noncomputable def plaquette (u v : ZMod L → ZMod M → Circle) (m : ZMod L) (n : ZMod M) :
    Circle :=
  u m n * v (m + 1) n * (u m (n + 1))⁻¹ * (v m n)⁻¹
```

`Circle` is Mathlib's type of complex numbers of modulus 1, in which the inverse `⁻¹` is the complex conjugate. The definition reads
$$W(m,n)=u(m,n)\,v(m+1,n)\,\overline{u(m,n+1)}\,\overline{v(m,n)},$$
the product taken counterclockwise. Physically $W=1$ means that the flux through the plaquette is a whole number of flux quanta, zero included.

```lean
/-- The links `u` (along x) and `v` (along y) are pure gauge with site phases `g`: each link is
the phase at its start times the conjugate phase at its end. -/
def IsPureGauge (u v g : ZMod L → ZMod M → Circle) : Prop :=
  ∀ m n, u m n = g m n * (g (m + 1) n)⁻¹ ∧ v m n = g m n * (g m (n + 1))⁻¹
```

`IsPureGauge u v g` is the pair of formulas from the opening, required at all sites. Lean writes `u m n` for $u(m,n)$. If `hg` is a proof of `IsPureGauge u v g`, then `(hg m n).1` is the formula for $u$ and `(hg m n).2` the one for $v$; after an "if and only if" theorem, `.1` and `.2` select its forward and backward directions.

```lean
/-- The nearest-neighbour hopping Hamiltonian with amplitude `-t` and Peierls phases `u`, `v`,
acting on a wavefunction `ψ` on the periodic lattice. -/
noncomputable def peierlsHamiltonian (t : ℝ) (u v : ZMod L → ZMod M → Circle)
    (ψ : ZMod L → ZMod M → ℂ) : ZMod L → ZMod M → ℂ := fun m n =>
  -(t : ℂ) * ((u m n : ℂ) * ψ (m + 1) n + (((u (m - 1) n)⁻¹ : Circle) : ℂ) * ψ (m - 1) n
    + (v m n : ℂ) * ψ m (n + 1) + (((v m (n - 1))⁻¹ : Circle) : ℂ) * ψ m (n - 1))
```

In ordinary notation,
$$(H\psi)(m,n)=-t\big[u(m,n)\psi(m+1,n)+\overline{u(m-1,n)}\,\psi(m-1,n)+v(m,n)\psi(m,n+1)+\overline{v(m,n-1)}\,\psi(m,n-1)\big],$$
with real $t$. Here $u(m,n)$ multiplies the amplitude arriving at $(m,n)$ from $(m+1,n)$; texts that attach the link phase to the opposite hop use its conjugate. When a side has length 1 or 2, the forward and backward hops reach the same site and both terms are kept.

The links are arbitrary unit numbers. That they represent a real magnetic field, through line integrals of the vector potential along the bonds, is the Peierls substitution, and this is the step from the model to a material that the hypotheses leave open.

## Plaquettes without flux

```lean
/-- Pure gauge links carry no flux: every plaquette product is 1. -/
theorem plaquette_of_isPureGauge {u v g : ZMod L → ZMod M → Circle}
    (hg : IsPureGauge u v g) (m : ZMod L) (n : ZMod M) : plaquette u v m n = 1 := by
  unfold plaquette
  rw [(hg m n).1, (hg (m + 1) n).2, (hg m (n + 1)).1, (hg m n).2]
  group
```

Pure gauge links have $W=1$ everywhere. Inserting the formulas, one goes around the plaquette and meets each corner phase once as $g$ and once as $\overline g$. The `rw` line makes the four substitutions and `group` cancels.

```lean
/-- If a plaquette product is 1, the two paths between its opposite corners have equal phase. -/
theorem paths_agree {u v : ZMod L → ZMod M → Circle} {m : ZMod L} {n : ZMod M}
    (h : plaquette u v m n = 1) : u m n * v (m + 1) n = v m n * u m (n + 1) :=
  mul_inv_eq_iff_eq_mul.1 (mul_inv_eq_one.1 h)
```

If $W(m,n)=1$, moving the two conjugates to the other side gives
$$u(m,n)\,v(m+1,n)=v(m,n)\,u(m,n+1).$$
Right then up has the same phase as up then right.

## One ring

```lean
variable [NeZero L] [NeZero M]

/-- A property that holds at site 0 of a ring and passes from each site to the next holds at
every site. -/
theorem ring_induction {P : ZMod L → Prop} (h0 : P 0) (hs : ∀ m, P m → P (m + 1))
    (m : ZMod L) : P m := by
  have h : ∀ k : ℕ, P (k : ZMod L) := by
    intro k
    induction k with
    | zero => rw [Nat.cast_zero]; exact h0
    | succ k ih => push_cast; exact hs _ ih
  have hm := h m.val
  rwa [ZMod.natCast_zmod_val] at hm
```

`NeZero` says that $L$ and $M$ are at least 1, so that the sites form finite rings. The lemma is induction on a ring: a statement true at site 0 and passed from $m$ to $m+1$ is true at every site. The proof is ordinary induction on natural numbers, read modulo $L$.

```lean
/-- On a single ring, link phases `f` are pure gauge if and only if their product around the
ring is 1. -/
theorem ring_pureGauge_iff (f : ZMod L → Circle) :
    (∃ h : ZMod L → Circle, ∀ m, f m = h m * (h (m + 1))⁻¹) ↔ ∏ m, f m = 1 := by
  constructor
  · rintro ⟨h, hh⟩
    have hs : ∏ m, (h (m + 1))⁻¹ = ∏ m, (h m)⁻¹ :=
      Equiv.prod_comp (Equiv.addRight (1 : ZMod L)) (fun m => (h m)⁻¹)
    simp only [hh]
    rw [Finset.prod_mul_distrib, hs, Finset.prod_inv_distrib, mul_inv_cancel]
  · intro hf
    have hP : ∏ k ∈ Finset.range L, f (k : ZMod L) = 1 := by
      rw [← hf]
      symm
      exact Finset.prod_nbij' (fun m : ZMod L => m.val) (fun k : ℕ => (k : ZMod L))
        (fun m _ => Finset.mem_range.2 (ZMod.val_lt m)) (fun _ _ => Finset.mem_univ _)
        (fun m _ => ZMod.natCast_zmod_val m)
        (fun k hk => ZMod.val_cast_of_lt (Finset.mem_range.1 hk))
        (fun m _ => by simp only [ZMod.natCast_zmod_val])
    -- the gauge function is the inverse of the phase collected on the way from site 0
    refine ⟨fun m => (∏ k ∈ Finset.range m.val, f (k : ZMod L))⁻¹, fun m => ?_⟩
    have hstep : ∏ k ∈ Finset.range (m + 1).val, f (k : ZMod L)
        = (∏ k ∈ Finset.range m.val, f (k : ZMod L)) * f m := by
      have hv : ((m.val + 1 : ℕ) : ZMod L).val = (m.val + 1) % L := by
        simp only [ZMod.val_natCast]
      rw [Nat.cast_add, Nat.cast_one, ZMod.natCast_zmod_val] at hv
      have hs : ∏ k ∈ Finset.range (m.val + 1), f (k : ZMod L)
          = (∏ k ∈ Finset.range m.val, f (k : ZMod L)) * f m := by
        rw [Finset.prod_range_succ, ZMod.natCast_zmod_val]
      rw [← hs, hv]
      rcases Nat.lt_or_ge (m.val + 1) L with h | h
      · rw [Nat.mod_eq_of_lt h]
      · -- the last link closes the ring, where the total phase is 1
        have e : m.val + 1 = L := by
          have := ZMod.val_lt m
          omega
        rw [e, Nat.mod_self, hP, Finset.prod_range_zero]
    simp only [hstep, inv_inv, inv_mul_cancel_left]
```

For phases $f(m)$ on one ring, $f(m)=h(m)\overline{h(m+1)}$ is solvable exactly when $\prod_m f(m)=1$.

If $h$ exists, then $\prod_m f(m)=\prod_m h(m)\,\prod_m\overline{h(m+1)}$. Shifting the label in the second factor, which is `hs`, turns it into the conjugate of the first, and the product is 1.

Conversely, let $P(k)=f(0)f(1)\cdots f(k-1)$ with $P(0)=1$, and set $h(m)=\overline{P(m)}$ for $m=0,\dots,L-1$. For $m<L-1$,
$$h(m)\,\overline{h(m+1)}=\overline{P(m)}\,P(m+1)=f(m).$$
For the closing link $m=L-1$ the next site is 0, so the right-hand side is $\overline{P(L-1)}\,P(0)=\overline{P(L-1)}$. Since $P(L-1)f(L-1)=P(L)=1$, this again equals $f(L-1)$.

In the code, `hP` is $P(L)=1$, and `hstep` is the rule $P(m+1)=P(m)f(m)$ with $m+1$ taken around the ring. The `rcases` line separates the ordinary links from the closing one.

## From rings to the torus

```lean
/-- If all plaquette products are 1, the loop product along x is the same in every row. -/
theorem row_loop_eq {u v : ZMod L → ZMod M → Circle}
    (hflat : ∀ m n, plaquette u v m n = 1) (n : ZMod M) : ∏ m, u m n = ∏ m, u m 0 := by
  refine ring_induction (P := fun n => ∏ m, u m n = ∏ m, u m 0) rfl (fun n ih => ?_) n
  have h : ∏ m, (u m n * v (m + 1) n) = ∏ m, (v m n * u m (n + 1)) :=
    Finset.prod_congr rfl fun m _ => paths_agree (hflat m n)
  have hs : ∏ m, v (m + 1) n = ∏ m, v m n :=
    Equiv.prod_comp (Equiv.addRight (1 : ZMod L)) (fun m => v m n)
  rw [Finset.prod_mul_distrib, Finset.prod_mul_distrib, hs] at h
  exact (mul_left_cancel ((mul_comm _ _).trans h)).symm.trans ih
```

The loop product along $x$ is the same in every row. Write $X_n=\prod_m u(m,n)$ and $V_n=\prod_m v(m,n)$. Multiplying the path equality over all $m$ gives
$$X_n\prod_m v(m+1,n)=V_n X_{n+1}.$$
The remaining product is $V_n$ with shifted labels, so $V_n$ cancels and $X_n=X_{n+1}$. Ring induction, now along $y$, gives $X_n=X_0$.

```lean
/-- Links on the torus whose plaquette products are all 1 are pure gauge if and only if the
loop products along x (in row 0) and along y (in column 0) are both 1. -/
theorem flat_pureGauge_iff {u v : ZMod L → ZMod M → Circle}
    (hflat : ∀ m n, plaquette u v m n = 1) :
    (∃ g, IsPureGauge u v g) ↔ ∏ m, u m 0 = 1 ∧ ∏ n, v 0 n = 1 := by
  constructor
  · rintro ⟨g, hg⟩
    exact ⟨(ring_pureGauge_iff (fun m => u m 0)).1 ⟨fun m => g m 0, fun m => (hg m 0).1⟩,
      (ring_pureGauge_iff (fun n => v 0 n)).1 ⟨fun n => g 0 n, fun n => (hg 0 n).2⟩⟩
  · rintro ⟨hx, hy⟩
    obtain ⟨a, ha⟩ := (ring_pureGauge_iff (fun n => v 0 n)).2 hy
    have hrow : ∀ n, ∃ h : ZMod L → Circle, ∀ m, u m n = h m * (h (m + 1))⁻¹ := fun n =>
      (ring_pureGauge_iff (fun m => u m n)).2 ((row_loop_eq hflat n).trans hx)
    choose h hh using hrow
    -- gauge away each row, and match the rows along column 0
    obtain ⟨g, hu, h0⟩ : ∃ g : ZMod L → ZMod M → Circle,
        (∀ m n, u m n = g m n * (g (m + 1) n)⁻¹) ∧ ∀ n, g 0 n = a n :=
      ⟨fun m n => h n m * ((h n 0)⁻¹ * a n), fun m n => (hh n m).trans (by group),
        fun n => mul_inv_cancel_left _ _⟩
    refine ⟨g, fun m n => ⟨hu m n, ?_⟩⟩
    -- zero flux carries the formula for `v` from one column to the next
    refine ring_induction (P := fun m => v m n = g m n * (g m (n + 1))⁻¹) ?_
      (fun m (ih : v m n = g m n * (g m (n + 1))⁻¹) => ?_) m
    · show v 0 n = g 0 n * (g 0 (n + 1))⁻¹
      rw [h0, h0]
      exact ha n
    · show v (m + 1) n = g (m + 1) n * (g (m + 1) (n + 1))⁻¹
      rw [eq_inv_mul_of_mul_eq (paths_agree (hflat m n)), ih, hu m n, hu m (n + 1)]
      group
```

This is the opening result, with `hflat` as the hypothesis that every plaquette product is 1.

If $g$ exists, its restrictions to row 0 and to column 0 solve two ring problems, so both loop products are 1.

Now assume both are 1. The ring theorem on column 0 gives $a$ with $v(0,n)=a(n)\overline{a(n+1)}$. Every row has loop product 1 by the previous lemma, so each row has phases $h_n$ with $u(m,n)=h_n(m)\overline{h_n(m+1)}$; Lean's `h n m` is $h_n(m)$, row first. Each $h_n$ may be multiplied by a constant, and we choose it to match column 0:
$$g(m,n)=h_n(m)\,\overline{h_n(0)}\,a(n).$$
The constant drops out of the formula for $u$, and $g(0,n)=a(n)$, so the formula for $v$ holds at $m=0$. If it holds at $m$, the path equality gives
$$\begin{aligned}v(m+1,n)&=\overline{u(m,n)}\,v(m,n)\,u(m,n+1)\\&=g(m+1,n)\overline{g(m,n)}\cdot g(m,n)\overline{g(m,n+1)}\cdot g(m,n+1)\overline{g(m+1,n+1)}\\&=g(m+1,n)\,\overline{g(m+1,n+1)}.\end{aligned}$$
The last `rw` makes these substitutions, and `ring_induction` carries the formula to all columns.

### A 3 × 2 lattice worked out

List the values in the order $m=0,1,2$:

| | $n=0$ | $n=1$ |
|---|---|---|
| $u(m,n)$ | $i,\ i,\ -1$ | $1,\ -1,\ -1$ |
| $v(m,n)$ | $i,\ 1,\ i$ | $-i,\ 1,\ -i$ |

All six plaquette products are 1; for instance $W(0,0)=i\cdot1\cdot1\cdot(-i)=1$. The loop products are $i\cdot i\cdot(-1)=1$ and $i\cdot(-i)=1$.

Column 0 gives $a=(1,-i)$. The rows give $h_0=(1,-i,-1)$ and $h_1=(1,1,-1)$. Hence
$$g(\cdot,0)=(1,-i,-1),\qquad g(\cdot,1)=(-i,-i,i).$$
As a check away from column 0, $g(2,0)\overline{g(2,1)}=(-1)(-i)=i=v(2,0)$.

Now multiply every $u$ by $e^{i\pi/3}$. The factor cancels in each plaquette, but the loop product along $x$ becomes $e^{i\pi}=-1$, and no site phases reproduce these links.

## Equal flux, and the Hamiltonian

```lean
/-- Two sets of links with the same plaquette products are related by a gauge transformation
if and only if their loop products along x (row 0) and along y (column 0) agree. -/
theorem gauge_equivalent_iff {u v u' v' : ZMod L → ZMod M → Circle}
    (hp : ∀ m n, plaquette u v m n = plaquette u' v' m n) :
    (∃ g : ZMod L → ZMod M → Circle, ∀ m n, u m n = g m n * u' m n * (g (m + 1) n)⁻¹ ∧
      v m n = g m n * v' m n * (g m (n + 1))⁻¹) ↔
    ∏ m, u m 0 = ∏ m, u' m 0 ∧ ∏ n, v 0 n = ∏ n, v' 0 n := by
  -- the ratio of the two sets of links is flat
  have hflat : ∀ m n, plaquette (fun m n => u m n * (u' m n)⁻¹)
      (fun m n => v m n * (v' m n)⁻¹) m n = 1 := by
    intro m n
    rw [← mul_inv_eq_one.2 (hp m n)]
    simp only [plaquette, mul_inv, inv_inv]
    ac_rfl
  have key := flat_pureGauge_iff hflat
  simp only [Finset.prod_mul_distrib, Finset.prod_inv_distrib, mul_inv_eq_one] at key
  have aux : ∀ a b c d : Circle, a = c * b * d⁻¹ ↔ a * b⁻¹ = c * d⁻¹ := by
    intro a b c d
    rw [mul_inv_eq_iff_eq_mul, mul_right_comm]
  rw [← key]
  exact exists_congr fun g => forall_congr' fun m => forall_congr' fun n =>
    and_congr (aux _ _ _ _) (aux _ _ _ _)
```

Here the plaquette products may take any values, as long as the two sets of links share them. The sets are related by
$$u=g(m,n)\,u'(m,n)\,\overline{g(m+1,n)},\qquad v=g(m,n)\,v'(m,n)\,\overline{g(m,n+1)}$$
exactly when their loop products in row 0 and column 0 agree.

By hand, form the ratios $u\,\overline{u'}$ and $v\,\overline{v'}$. Their plaquette products are $W\,\overline{W'}=1$, so the previous theorem applies to them. The ratios are pure gauge exactly when the two sets are gauge equivalent, which is `aux`, and their loop products are 1 exactly when the original ones agree, which is the simplified `key`.

```lean
/-- If all plaquette products and the two loop products are 1, multiplying wavefunctions by
suitable site phases turns the Peierls Hamiltonian into the one without phases. -/
theorem peierls_phases_removable {u v : ZMod L → ZMod M → Circle}
    (hflat : ∀ m n, plaquette u v m n = 1) (hx : ∏ m, u m 0 = 1) (hy : ∏ n, v 0 n = 1) :
    ∃ g : ZMod L → ZMod M → Circle, ∀ (t : ℝ) (ψ : ZMod L → ZMod M → ℂ),
      peierlsHamiltonian t u v (fun m n => (g m n : ℂ) * ψ m n) =
        fun m n => (g m n : ℂ) * peierlsHamiltonian t (fun _ _ => 1) (fun _ _ => 1) ψ m n := by
  obtain ⟨g, hg⟩ := (flat_pureGauge_iff hflat).2 ⟨hx, hy⟩
  refine ⟨g, fun t ψ => ?_⟩
  funext m n
  -- each hop carries the site phase of the neighbour into that of `(m, n)`
  have h1 : (u m n : ℂ) * g (m + 1) n = g m n := by
    rw [← Circle.coe_mul, (hg m n).1, inv_mul_cancel_right]
  have h2 : (((u (m - 1) n)⁻¹ : Circle) : ℂ) * g (m - 1) n = g m n := by
    rw [← Circle.coe_mul, (hg (m - 1) n).1, sub_add_cancel, mul_inv_rev, inv_inv,
      inv_mul_cancel_right]
  have h3 : (v m n : ℂ) * g m (n + 1) = g m n := by
    rw [← Circle.coe_mul, (hg m n).2, inv_mul_cancel_right]
  have h4 : (((v m (n - 1))⁻¹ : Circle) : ℂ) * g m (n - 1) = g m n := by
    rw [← Circle.coe_mul, (hg m (n - 1)).2, sub_add_cancel, mul_inv_rev, inv_inv,
      inv_mul_cancel_right]
  simp only [peierlsHamiltonian, inv_one, Circle.coe_one, one_mul]
  linear_combination (-(t : ℂ)) * (ψ (m + 1) n * h1 + ψ (m - 1) n * h2
    + ψ m (n + 1) * h3 + ψ m (n - 1) * h4)

end TorusFlatConnection
```

With all plaquette products and both loop products equal to 1, there is one $g$, valid for every $t$ and $\psi$, such that
$$H_{u,v}(g\psi)=g\,H_{1,1}\psi .$$
Take $g$ from the main theorem. Then $u(m,n)\,g(m+1,n)=g(m,n)$, and for the backward hop
$$\overline{u(m-1,n)}\,g(m-1,n)=\overline{g(m-1,n)}\,g(m,n)\,g(m-1,n)=g(m,n).$$
The $y$ direction works the same way. These four identities are `h1` to `h4`; `linear_combination` multiplies each by its neighbour's amplitude and adds them, which pulls the common factor $g(m,n)$ out of the bracket.

An eigenfunction $\psi$ of the field-free Hamiltonian therefore becomes an eigenfunction $g\psi$ with the same energy and the same density. The theorem runs in one direction: it does not say what nontrivial loop products do to the spectrum.

```lean
#print axioms TorusFlatConnection.plaquette_of_isPureGauge
#print axioms TorusFlatConnection.flat_pureGauge_iff
#print axioms TorusFlatConnection.gauge_equivalent_iff
#print axioms TorusFlatConnection.peierls_phases_removable
```

```
'TorusFlatConnection.plaquette_of_isPureGauge' depends on axioms: [propext, Classical.choice, Quot.sound]
'TorusFlatConnection.flat_pureGauge_iff' depends on axioms: [propext, Classical.choice, Quot.sound]
'TorusFlatConnection.gauge_equivalent_iff' depends on axioms: [propext, Classical.choice, Quot.sound]
'TorusFlatConnection.peierls_phases_removable' depends on axioms: [propext, Classical.choice, Quot.sound]
```
